# The noninteracting nonadditive kinetic energy on a finite lattice is ≤ 0 for disjoint fragments and ≥ 0 for proportional ones

In a subsystem calculation, each fragment is solved with its own orbitals, which give its kinetic energy. Adding the fragment values does not in general give the kinetic energy that belongs to the total density, so the total energy receives a correction, commonly evaluated with an approximate density functional. For fragment densities $a$ and $b$ it is

$$\Delta F(a,b)=F(a+b)-F(a)-F(b),$$

where $F(n)$ is the lowest kinetic energy of noninteracting fermions with density $n$, fractional orbital occupations being allowed. The sign of $\Delta F$ says whether the plain sum of the fragments' kinetic energies is too high or too low. For noninteracting fermions of one spin on finitely many lattice sites, with a total density between 0 and 1 at every site, that sign is fixed in two cases: $\Delta F\le 0$ if no site is occupied in both fragments, and $\Delta F\ge 0$ if the fragments are $cn$ and $(1-c)n$ with $0\le c\le 1$.

## Density matrices and the functional

```lean
import Mathlib

open Matrix Set

namespace LatticeNonadditiveKineticEnergy

noncomputable section

variable {ι : Type*} [Fintype ι] [DecidableEq ι]
```

The type `ι` is the finite set of sites. A density is a function `ι → ℝ`, one real number $n_i$ per site, and a one-body operator is a real matrix indexed by sites.

```lean
/-- `D` is a one-body density matrix with site densities `n`: it is real symmetric,
satisfies `0 ≤ D ≤ 1` as a quadratic form, and has diagonal `n`. -/
def Admissible (n : ι → ℝ) (D : Matrix ι ι ℝ) : Prop :=
  D.IsSymm ∧ (∀ x : ι → ℝ, 0 ≤ x ⬝ᵥ D *ᵥ x) ∧
    (∀ x : ι → ℝ, x ⬝ᵥ D *ᵥ x ≤ x ⬝ᵥ x) ∧ ∀ i, D i i = n i
```

`Admissible n D` says that $D$ is a one-body density matrix with site densities $n$. The symbol `⬝ᵥ` is the dot product and `*ᵥ` applies a matrix to a vector, so the four conditions read

$$D^T=D,\qquad 0\le x^TDx,\qquad x^TDx\le x^Tx,\qquad D_{ii}=n_i,$$

the middle two for every real vector $x$. They place the eigenvalues of $D$, the occupation numbers, between 0 and 1. This is the Pauli principle for one spin channel in an orthonormal site basis. Fractional occupations are allowed, so $F$ is an ensemble functional, and the particle number need not be an integer.

In the proofs, `h.1`, `h.2.1`, `h.2.2.1` and `h.2.2.2` pick out these four conditions in order from a hypothesis `h : Admissible n D`.

```lean
/-- The noninteracting kinetic energy functional: the infimum of `tr (T D)` over density
matrices with site densities `n`, for `n` with values in `[0, 1]`. -/
def kineticEnergy (T : Matrix ι ι ℝ) (n : ι → ℝ) : ℝ :=
  sInf ((fun D : Matrix ι ι ℝ => (T * D).trace) '' {D | Admissible n D})
```

This is $F(n)=\inf \operatorname{tr}(TD)$ over admissible $D$; the sign `''` forms the set of all values that the trace takes. The matrix $T$ can be any real matrix. Symmetry is not required, because a symmetric $D$ sees only the symmetric part of $T$. If some $n_i$ lies outside $[0,1]$, no $D$ is admissible and Lean assigns the infimum the value 0, which is why the theorems restrict the densities.

```lean
/-- The nonadditive kinetic energy of two fragment densities `a` and `b`. -/
def nonadditive (T : Matrix ι ι ℝ) (a b : ι → ℝ) : ℝ :=
  kineticEnergy T (a + b) - kineticEnergy T a - kineticEnergy T b
```

`nonadditive T a b` is the correction $\Delta F(a,b)$ from the opening.

## Coherences are bounded by densities

```lean
/-- In a positive semidefinite symmetric matrix, the square of the coherence between two
sites is at most the product of their diagonal entries. -/
theorem sq_entry_le {D : Matrix ι ι ℝ} (hs : D.IsSymm)
    (hp : ∀ x : ι → ℝ, 0 ≤ x ⬝ᵥ D *ᵥ x) (i j : ι) :
    D i j ^ 2 ≤ D i i * D j j := by
  have hji : D j i = D i j := hs.apply i j
  -- the form on a two-site vector is a nonnegative quadratic polynomial
  have h : ∀ s : ℝ, 0 ≤ D i i * (s * s) + (2 * D i j) * s + D j j := by
    intro s
    have h := hp (Pi.single i s + Pi.single j 1)
    simp only [add_dotProduct, single_dotProduct, Matrix.mulVec, dotProduct_add,
      dotProduct_single] at h
    rw [hji] at h
    linarith
  have hd := discrim_le_zero h
  unfold discrim at hd
  linarith
```

The lemma states $D_{ij}^2\le D_{ii}D_{jj}$. Take the vector with entry $s$ at site $i$ and 1 at site $j$, adding the two if $i=j$. Positivity and $D_{ji}=D_{ij}$ give

$$0\le D_{ii}s^2+2D_{ij}s+D_{jj}\qquad\text{for every real } s.$$

A quadratic polynomial that is never negative has a discriminant of at most zero, so $4D_{ij}^2-4D_{ii}D_{jj}\le 0$. In the code, `Pi.single i s + Pi.single j 1` is the vector, `discrim_le_zero` supplies the discriminant step, and `linarith` does the linear rearrangement.

```lean
/-- The expectation value of a density matrix depends only on the values of the vector
at sites of nonzero density. -/
theorem form_congr_on_support {n : ι → ℝ} {D : Matrix ι ι ℝ} (h : Admissible n D)
    {x y : ι → ℝ} (hxy : ∀ i, n i ≠ 0 → x i = y i) :
    x ⬝ᵥ D *ᵥ x = y ⬝ᵥ D *ᵥ y := by
  have hz : ∀ i j, n i * n j = 0 → D i j = 0 := by
    intro i j hij
    have h2 := sq_entry_le h.1 h.2.1 i j
    rw [h.2.2.2 i, h.2.2.2 j, hij] at h2
    exact (pow_eq_zero_iff two_ne_zero).1 (le_antisymm h2 (sq_nonneg _))
  simp only [dotProduct, Matrix.mulVec, Finset.mul_sum]
  refine Finset.sum_congr rfl fun i _ => Finset.sum_congr rfl fun j _ => ?_
  by_cases hij : n i * n j = 0
  · simp [hz i j hij]
  · rw [hxy i (left_ne_zero_of_mul hij), hxy j (right_ne_zero_of_mul hij)]
```

An empty site has no coherence with any other site: if $n_in_j=0$, the previous lemma gives $D_{ij}^2\le 0$, hence $D_{ij}=0$. This is `hz`. In

$$x^TDx=\sum_{i,j}x_iD_{ij}x_j$$

only pairs with both densities nonzero remain. Two vectors $x$ and $y$ that agree on the occupied sites therefore give the same value. The proof compares the double sums term by term, and `by_cases` separates the vanishing pairs from the others.

## The minimum is attained

```lean
/-- For site densities in `[0, 1]` the kinetic energy functional is a minimum: some density
matrix attains it, and none lies below it. -/
theorem exists_minimizer (T : Matrix ι ι ℝ) {n : ι → ℝ} (hn : ∀ i, n i ∈ Icc (0 : ℝ) 1) :
    ∃ D, Admissible n D ∧ (T * D).trace = kineticEnergy T n ∧
      ∀ D', Admissible n D' → kineticEnergy T n ≤ (T * D').trace := by
  have he : ∀ i j, Continuous fun D : Matrix ι ι ℝ => D i j :=
    fun i j => continuous_id.matrix_elem i j
  have hq : ∀ x : ι → ℝ, Continuous fun D : Matrix ι ι ℝ => x ⬝ᵥ D *ᵥ x := by
    intro x
    simp only [dotProduct, Matrix.mulVec]
    exact continuous_finsetSum _ fun i _ => continuous_const.mul
      (continuous_finsetSum _ fun j _ => (he i j).mul continuous_const)
  have hf : Continuous fun D : Matrix ι ι ℝ => (T * D).trace :=
    (continuous_const.matrix_mul continuous_id).matrix_trace
  -- the admissible set is closed and its entries are bounded by one
  have hcl : IsClosed {D : Matrix ι ι ℝ | Admissible n D} := by
    simp only [Admissible, Set.ofPred_and, Set.ofPred_forall]
    refine IsClosed.inter ?_ (IsClosed.inter ?_ (IsClosed.inter ?_ ?_))
    · exact isClosed_eq continuous_id.matrix_transpose continuous_id
    · exact isClosed_iInter fun x => isClosed_le continuous_const (hq x)
    · exact isClosed_iInter fun x => isClosed_le (hq x) continuous_const
    · exact isClosed_iInter fun i => isClosed_eq (he i i) continuous_const
  have hK : IsCompact (X := Matrix ι ι ℝ)
      (Set.pi univ fun _ => Set.pi univ fun _ => Icc (-1 : ℝ) 1) :=
    isCompact_univ_pi fun _ => isCompact_univ_pi fun _ => isCompact_Icc
  have hc : IsCompact {D : Matrix ι ι ℝ | Admissible n D} := by
    refine hK.of_isClosed_subset hcl ?_
    intro D hD i _ j _
    have h2 := sq_entry_le hD.1 hD.2.1 i j
    rw [hD.2.2.2 i, hD.2.2.2 j] at h2
    have h3 : n i * n j ≤ 1 := mul_le_one₀ (hn i).2 (hn j).1 (hn j).2
    exact abs_le.1 ((sq_le_one_iff_abs_le_one _).1 (h2.trans h3))
  -- the diagonal matrix of densities is admissible
  have hne : {D : Matrix ι ι ℝ | Admissible n D}.Nonempty := by
    refine ⟨Matrix.diagonal n, Matrix.isSymm_diagonal n, fun x => ?_, fun x => ?_,
      fun i => Matrix.diagonal_apply_eq n i⟩
    · simp only [dotProduct, Matrix.mulVec_diagonal]
      exact Finset.sum_nonneg fun i _ => by
        nlinarith [mul_nonneg (hn i).1 (sq_nonneg (x i))]
    · simp only [dotProduct, Matrix.mulVec_diagonal]
      exact Finset.sum_le_sum fun i _ => by
        nlinarith [mul_nonneg (sub_nonneg.2 (hn i).2) (sq_nonneg (x i))]
  obtain ⟨⟨D, hD, hDe⟩, hlow⟩ := (hc.image hf).isLeast_sInf (hne.image _)
  exact ⟨D, hD, hDe, fun D' hD' => hlow ⟨D', hD', rfl⟩⟩
```

For $n_i\in[0,1]$, written `Icc (0 : ℝ) 1`, the theorem provides an admissible $D$ with $\operatorname{tr}(TD)=F(n)$ and states that no admissible matrix lies lower. The argument is compactness, in four steps.

1. The admissible set is closed (`hcl`), since its conditions are equalities and non-strict inequalities between continuous functions of $D$.
2. It is bounded, since $D_{ij}^2\le n_in_j\le 1$ puts every entry in $[-1,1]$. A closed subset of this compact box is compact (`hc`).
3. It is nonempty (`hne`). The diagonal matrix of the densities belongs to it, because $0\le\sum_i n_ix_i^2\le\sum_i x_i^2$.
4. The trace is continuous in $D$, and a continuous function on a nonempty compact set attains its infimum.

Both sign theorems use this result twice over: it supplies minimizers, and it turns any trial matrix into an upper bound on $F$.

## Fragments on separate sites

```lean
/-- For fragment densities in `[0, 1]` with disjoint supports, the nonadditive kinetic
energy is never positive. -/
theorem nonadditive_nonpos_of_disjoint (T : Matrix ι ι ℝ) {a b : ι → ℝ}
    (ha : ∀ i, a i ∈ Icc (0 : ℝ) 1) (hb : ∀ i, b i ∈ Icc (0 : ℝ) 1)
    (hd : ∀ i, a i = 0 ∨ b i = 0) : nonadditive T a b ≤ 0 := by
  obtain ⟨A, hA, hAe, -⟩ := exists_minimizer T ha
  obtain ⟨B, hB, hBe, -⟩ := exists_minimizer T hb
  have hab : ∀ i, (a + b) i ∈ Icc (0 : ℝ) 1 := by
    intro i
    rw [Pi.add_apply]
    rcases hd i with h | h
    · rw [h, zero_add]; exact hb i
    · rw [h, add_zero]; exact ha i
  have hsum : ∀ x : ι → ℝ, x ⬝ᵥ (A + B) *ᵥ x = x ⬝ᵥ A *ᵥ x + x ⬝ᵥ B *ᵥ x :=
    fun x => by rw [Matrix.add_mulVec, dotProduct_add]
  have hadm : Admissible (a + b) (A + B) := by
    refine ⟨hA.1.add hB.1, fun x => ?_, fun x => ?_, fun i => ?_⟩
    · rw [hsum]; exact add_nonneg (hA.2.1 x) (hB.2.1 x)
    · -- split the vector between the two supports
      obtain ⟨y, hy⟩ : ∃ y : ι → ℝ, ∀ i, y i = if a i = 0 then 0 else x i :=
        ⟨_, fun _ => rfl⟩
      obtain ⟨z, hz⟩ : ∃ z : ι → ℝ, ∀ i, z i = if a i = 0 then x i else 0 :=
        ⟨_, fun _ => rfl⟩
      have h1 := form_congr_on_support hA (x := x) (y := y)
        (fun i hi => by rw [hy, if_neg hi])
      have h2 := form_congr_on_support hB (x := x) (y := z)
        (fun i hi => by rw [hz, if_pos ((hd i).resolve_right hi)])
      have h3 : x ⬝ᵥ x = y ⬝ᵥ y + z ⬝ᵥ z := by
        simp only [dotProduct, ← Finset.sum_add_distrib]
        refine Finset.sum_congr rfl fun i _ => ?_
        by_cases hi : a i = 0 <;> simp [hy, hz, hi]
      rw [hsum]
      linarith [hA.2.2.1 y, hB.2.2.1 z]
    · rw [Matrix.add_apply, Pi.add_apply, hA.2.2.2 i, hB.2.2.2 i]
  obtain ⟨-, -, -, hmin⟩ := exists_minimizer T hab
  have hle := hmin _ hadm
  rw [Matrix.mul_add, Matrix.trace_add] at hle
  unfold nonadditive
  linarith
```

The hypothesis `hd` says that at each site $a_i=0$ or $b_i=0$. Let $A$ and $B$ be minimizers for $a$ and $b$. Their sum is symmetric, has a nonnegative quadratic form, and has diagonal $a+b$, which stays in $[0,1]$ because at most one term is nonzero at each site.

The Pauli bound remains. Split a vector $x$ into $y$, equal to $x$ where $a_i\ne0$ and zero elsewhere, and $z=x-y$. On the sites occupied in $a$, $x$ agrees with $y$. On those occupied in $b$, $a_i=0$, so $x$ agrees with $z$. The lemma on empty sites then gives

$$x^T(A+B)x=y^TAy+z^TBz\le y^Ty+z^Tz=x^Tx.$$

So $A+B$ is a trial matrix for $a+b$, and

$$F(a+b)\le\operatorname{tr}\big(T(A+B)\big)=F(a)+F(b).$$

In the code, `hadm` is the admissibility of $A+B$, `h1` and `h2` replace $x$ by $y$ and $z$, and `h3` splits the norm. The last `linarith` combines the trial bound with the two minimal energies.

A two-site calculation shows the size of the term. Let $T$ have zero diagonal and off-diagonal entries $-t$, with $t>0$, and take $a=(\tfrac12,0)$, $b=(0,\tfrac12)$. Each fragment has energy 0. For the total density $(\tfrac12,\tfrac12)$, the coherence can reach $D_{12}=\tfrac12$, so $F(a+b)=-2t\cdot\tfrac12=-t$ and $\Delta F=-t$. A site-local approximation $\sum_i f(n_i)$ with $f(0)=0$, such as a Thomas-Fermi power law, returns exactly 0 for this correction and misses the energy of delocalisation between the fragments. That energy comes from the hopping between the two sites. In continuous space, where the kinetic energy operator is a local derivative, fragment densities separated by a finite gap have $\Delta F=0$, and 0 is then the right answer.

## Fragments with the same density profile

```lean
omit [DecidableEq ι] in
/-- Scaling a density matrix by a factor in `[0, 1]` gives a density matrix with
the scaled site densities. -/
theorem Admissible.scale {n : ι → ℝ} {D : Matrix ι ι ℝ} (h : Admissible n D) {c : ℝ}
    (hc : c ∈ Icc (0 : ℝ) 1) : Admissible (c • n) (c • D) := by
  have hq : ∀ x : ι → ℝ, x ⬝ᵥ (c • D) *ᵥ x = c * (x ⬝ᵥ D *ᵥ x) := by
    intro x
    simp only [dotProduct, Matrix.mulVec, Matrix.smul_apply, smul_eq_mul, Finset.mul_sum]
    exact Finset.sum_congr rfl fun i _ => Finset.sum_congr rfl fun j _ => by ring
  refine ⟨h.1.smul c, fun x => ?_, fun x => ?_, fun i => ?_⟩
  · rw [hq]; exact mul_nonneg hc.1 (h.2.1 x)
  · rw [hq]
    nlinarith [mul_nonneg (sub_nonneg.2 hc.2) (h.2.1 x), h.2.2.1 x]
  · rw [Matrix.smul_apply, Pi.smul_apply, h.2.2.2 i]
```

If $D$ is admissible for $n$ and $0\le c\le1$, then $cD$ is admissible for $cn$. The sign `•` is multiplication by a number. Symmetry and the diagonal scale directly, and

$$0\le x^T(cD)x=c\,x^TDx\le x^TDx\le x^Tx,$$

where the second inequality uses both $c\le1$ and $x^TDx\ge0$. The identity in the middle is `hq`.

```lean
/-- If a density with values in `[0, 1]` is divided into the proportional fragments `c n`
and `(1 - c) n` with `0 ≤ c ≤ 1`, the nonadditive kinetic energy is never negative. -/
theorem nonadditive_nonneg_of_proportional (T : Matrix ι ι ℝ) {n : ι → ℝ}
    (hn : ∀ i, n i ∈ Icc (0 : ℝ) 1) {c : ℝ} (hc : c ∈ Icc (0 : ℝ) 1) :
    0 ≤ nonadditive T (c • n) ((1 - c) • n) := by
  have hc' : 1 - c ∈ Icc (0 : ℝ) 1 := ⟨by linarith [hc.2], by linarith [hc.1]⟩
  have hscale : ∀ r ∈ Icc (0 : ℝ) 1, ∀ i, (r • n) i ∈ Icc (0 : ℝ) 1 := fun r hr i =>
    ⟨mul_nonneg hr.1 (hn i).1, mul_le_one₀ hr.2 (hn i).1 (hn i).2⟩
  obtain ⟨D, hD, hDe, -⟩ := exists_minimizer T hn
  -- both scaled copies of the minimizer are trial states
  obtain ⟨-, -, -, h1⟩ := exists_minimizer T (hscale c hc)
  obtain ⟨-, -, -, h2⟩ := exists_minimizer T (hscale (1 - c) hc')
  have e1 := h1 _ (hD.scale hc)
  have e2 := h2 _ (hD.scale hc')
  rw [Matrix.mul_smul, Matrix.trace_smul, smul_eq_mul, hDe] at e1 e2
  have hsum : c • n + (1 - c) • n = n := by module
  unfold nonadditive
  rw [hsum]
  linarith

end

end LatticeNonadditiveKineticEnergy
```

Let $D$ be a minimizer for $n$. By the scaling lemma, $cD$ and $(1-c)D$ are trial matrices for the two fragments, so

$$F(cn)\le c\,F(n),\qquad F((1-c)n)\le(1-c)\,F(n).$$

These are `e1` and `e2`. Adding them gives $F(cn)+F((1-c)n)\le F(n)$. Since $cn+(1-c)n=n$, which is `hsum`, this is $\Delta F\ge0$. The step `hscale` checks that the scaled densities stay in $[0,1]$.

In the same two-site model, take $n=(1,1)$ and $c=\tfrac12$. The full lattice forces $D$ to be the identity, so $F(n)=0$. Each fragment has density $(\tfrac12,\tfrac12)$ and energy $-t$, and the correction is $\Delta F=0+t+t=2t$. Here the sum of fragment energies is too low: each fragment delocalises as if the other did not occupy the same sites, and the correction restores the cost of the Pauli principle.

For fragments that overlap without being proportional, the two theorems give no sign. They also concern the energy alone, and not the embedding potential obtained by differentiating it.

```lean
#print axioms LatticeNonadditiveKineticEnergy.nonadditive_nonpos_of_disjoint
#print axioms LatticeNonadditiveKineticEnergy.nonadditive_nonneg_of_proportional
```

```
'LatticeNonadditiveKineticEnergy.nonadditive_nonpos_of_disjoint' depends on axioms: [propext, Classical.choice, Quot.sound]
'LatticeNonadditiveKineticEnergy.nonadditive_nonneg_of_proportional' depends on axioms: [propext, Classical.choice, Quot.sound]
```
